# The continuity equation keeps density times volume ratio constant along a fluid trajectory

## Fields, trajectories and deformation

A density $n(x,t)$ and a velocity field $u(x,t)$ with components $u_i$ are given on space-time, with $d$ Cartesian coordinates $x_i$. In time-dependent current density functional theory, $u$ is the current density divided by $n$. Here both are prescribed real fields, differentiable where needed; where $n$ vanishes, this is a real restriction on $u$. No many-electron wavefunction enters.

```lean
import Mathlib

open Finset

namespace ComovingDensity

noncomputable section
```

A space-time point is a pair $(x,t)$, with position first.

```lean
/-- Space-time points `(x, t)` with `d` spatial coordinates. -/
abbrev SpaceTime (d : ℕ) := (Fin d → ℝ) × ℝ
```

Partial derivatives are Fréchet derivatives (`fderiv`) applied to coordinate directions: $(0,1)$ for $\partial_t$ and $(e_i,0)$ for $\partial_i$. Lean sets `fderiv` to zero where a function is not differentiable, so the equations below have their usual meaning only together with the differentiability hypotheses.

```lean
variable {d : ℕ}

/-- The partial time derivative of a scalar field. -/
def timeDeriv (f : SpaceTime d → ℝ) (p : SpaceTime d) : ℝ :=
  fderiv ℝ f p (0, 1)

/-- The partial derivative of a scalar field along the `i`-th spatial axis. -/
def spaceDeriv (i : Fin d) (f : SpaceTime d → ℝ) (p : SpaceTime d) : ℝ :=
  fderiv ℝ f p (Pi.single i 1, 0)
```

The continuity defect is
$$C=\partial_t n+\sum_i\partial_i(n u_i).$$
The continuity equation, which expresses local conservation of particles, is $C=0$.

```lean
/-- The left side `∂ₜn + ∑ᵢ ∂ᵢ(n uᵢ)` of the continuity equation. -/
def continuityDefect (n : SpaceTime d → ℝ) (u : SpaceTime d → Fin d → ℝ)
    (p : SpaceTime d) : ℝ :=
  timeDeriv n p + ∑ i, spaceDeriv i (fun q => n q * u q i) p
```

The velocity gradient $\nabla u$ has entries $(\nabla u)_{ij}=\partial_j u_i$, so its trace is the divergence of $u$.

```lean
/-- The velocity gradient, the matrix with entries `∂ⱼuᵢ`. -/
def velocityGradient (u : SpaceTime d → Fin d → ℝ) (p : SpaceTime d) :
    Matrix (Fin d) (Fin d) ℝ :=
  Matrix.of fun i j => spaceDeriv j (fun q => u q i) p
```

A fluid element follows $x'(t)=u(x(t),t)$. Its deformation gradient $F$ is a $d\times d$ matrix obeying $F'=(\nabla u)F$, with $\nabla u$ taken at $(x(t),t)$. When $F(0)=1$, $\det F$ is the local volume ratio. The structure `ComovingAt` states both equations at one time, the second entry by entry. That such $x$ and $F$ exist is assumed.

```lean
/-- At time `t` the point `x` moves with the fluid, `x' = u`, and the deformation
gradient `F` obeys `F' = (∇u) F`. -/
structure ComovingAt (u : SpaceTime d → Fin d → ℝ) (x : ℝ → Fin d → ℝ)
    (F : ℝ → Matrix (Fin d) (Fin d) ℝ) (t : ℝ) : Prop where
  trajectory : HasDerivAt x (u (x t, t)) t
  deformation : ∀ i j,
    HasDerivAt (fun s => F s i j) ((velocityGradient u (x t, t) * F t) i j) t
```

The co-moving density is the product $n(x(t),t)\det F(t)$.

## (a) The rate of change of a determinant

**Task.** Let $F'=AF$ at time $t$. Show that $(\det F)'=\operatorname{tr}(A)\det F$ there.

**Solution.** Write
$$\det F=\sum_\sigma \operatorname{sgn}(\sigma)\prod_i F_{i\sigma(i)}.$$
By the product rule, the derivative is a sum over $i$ of determinants in which row $i$ of $F$ is replaced by row $i$ of $AF$. That row is $\sum_k A_{ik}F_k$, where $F_k$ is row $k$ of $F$. By linearity, the terms with $k\neq i$ have two equal rows and vanish, which leaves $A_{ii}\det F$. Summing over $i$ gives the trace.

In Lean, `hdet` is the permutation expansion, `hprod` the product rule and `hrow` the row replacement. `Finset.sum_comm` then collects the terms row by row.

```lean
/-- Liouville's formula: if `F' = A F` at time `t`, then `(det F)' = tr(A) det F` there. -/
theorem hasDerivAt_det {F : ℝ → Matrix (Fin d) (Fin d) ℝ}
    {A : Matrix (Fin d) (Fin d) ℝ} {t : ℝ}
    (hF : ∀ i j, HasDerivAt (fun s => F s i j) ((A * F t) i j) t) :
    HasDerivAt (fun s => (F s).det) (A.trace * (F t).det) t := by
  have hdet : ∀ M : Matrix (Fin d) (Fin d) ℝ, M.det =
      ∑ σ : Equiv.Perm (Fin d), ((Equiv.Perm.sign σ : ℤ) : ℝ) * ∏ i, M i (σ i) := by
    intro M
    rw [← Matrix.det_transpose, Matrix.det_apply']
    simp only [Matrix.transpose_apply]
  -- replacing row i of F by row i of A F multiplies the determinant by A i i
  have hrow : ∀ i, ((F t).updateRow i ((A * F t) i)).det = A i i * (F t).det := by
    intro i
    have h : (A * F t) i = ∑ k, A i k • F t k := by
      ext j
      simp [Matrix.mul_apply, Finset.sum_apply]
    have h' := Matrix.det_updateRow_sum (F t) i (A i)
    rw [h, h', smul_eq_mul]
  have hprod : ∀ σ : Equiv.Perm (Fin d), HasDerivAt (fun s => ∏ i, F s i (σ i))
      (∑ i, (∏ j ∈ univ.erase i, F t j (σ j)) * (A * F t) i (σ i)) t := by
    intro σ
    simpa only [smul_eq_mul] using
      HasDerivAt.fun_finsetProd (u := univ) (fun i _ => hF i (σ i))
  have hsum := HasDerivAt.fun_sum (u := univ) (fun (σ : Equiv.Perm (Fin d)) _ =>
    (hprod σ).const_mul ((Equiv.Perm.sign σ : ℤ) : ℝ))
  rw [show (fun s => (F s).det) = _ from funext fun s => hdet (F s)]
  refine hsum.congr_deriv ?_
  -- collect the terms row by row
  rw [Matrix.trace, Finset.sum_mul]
  simp only [Finset.mul_sum]
  rw [Finset.sum_comm]
  refine Finset.sum_congr rfl fun i _ => ?_
  rw [Matrix.diag_apply, ← hrow i, hdet]
  refine Finset.sum_congr rfl fun σ _ => ?_
  have e : ∏ j ∈ univ.erase i, (F t).updateRow i ((A * F t) i) j (σ j) =
      ∏ j ∈ univ.erase i, F t j (σ j) :=
    Finset.prod_congr rfl fun j hj => by
      rw [Matrix.updateRow_ne (Finset.ne_of_mem_erase hj)]
  rw [← Finset.mul_prod_erase univ _ (Finset.mem_univ i), e, Matrix.updateRow_self]
  ring
```

## (b) The density seen by a moving element

**Task.** Show that, along a trajectory,
$$\frac{d}{dt}n(x(t),t)=C-n\sum_i\partial_i u_i .$$

**Solution.** The chain rule gives
$$\frac{d}{dt}n(x(t),t)=\partial_t n+\sum_i u_i\,\partial_i n.$$
Since $\partial_i(nu_i)=n\,\partial_iu_i+u_i\,\partial_i n$, the last sum equals $\sum_i\partial_i(nu_i)-n\sum_i\partial_iu_i$, and the claim follows.

The slip to watch for is to use $\partial_t n$ alone as the rate of change: that is the rate at a fixed point and misses the term $\sum_i u_i\partial_i n$.

In the proof, `h` is the chain rule, `hs` splits the direction $(u,1)$ into coordinate directions, and `hp` is the product rule for each component of the current.

```lean
/-- Along a fluid trajectory the density changes at the rate
`(∂ₜn + ∇·(n u)) - n ∇·u`. -/
theorem hasDerivAt_density {n : SpaceTime d → ℝ} {u : SpaceTime d → Fin d → ℝ}
    {x : ℝ → Fin d → ℝ} {t : ℝ} (hn : DifferentiableAt ℝ n (x t, t))
    (hu : DifferentiableAt ℝ u (x t, t)) (hx : HasDerivAt x (u (x t, t)) t) :
    HasDerivAt (fun s => n (x s, s)) (continuityDefect n u (x t, t)
      - n (x t, t) * (velocityGradient u (x t, t)).trace) t := by
  have h : HasDerivAt (fun s => n (x s, s)) (fderiv ℝ n (x t, t) (u (x t, t), 1)) t :=
    HasFDerivAt.comp_hasDerivAt (f := fun s => (x s, s)) t hn.hasFDerivAt
      (hx.prodMk (hasDerivAt_id' t))
  refine h.congr_deriv ?_
  -- split the space-time velocity into coordinate directions
  have hv : ∀ v : Fin d → ℝ, ((v, 1) : SpaceTime d) =
      (0, 1) + ∑ i, v i • ((Pi.single i 1, 0) : SpaceTime d) := by
    intro v
    refine Prod.ext ?_ ?_
    · ext j
      simp [Prod.fst_sum, Finset.sum_apply, Pi.single_apply]
    · simp [Prod.snd_sum]
  have hs : fderiv ℝ n (x t, t) (u (x t, t), 1) =
      timeDeriv n (x t, t) + ∑ i, u (x t, t) i * spaceDeriv i n (x t, t) := by
    rw [hv (u (x t, t))]
    simp only [map_add, map_sum, map_smul, smul_eq_mul, timeDeriv, spaceDeriv]
  -- product rule for each component of the current
  have hp : ∀ i, spaceDeriv i (fun q => n q * u q i) (x t, t) =
      n (x t, t) * spaceDeriv i (fun q => u q i) (x t, t)
        + u (x t, t) i * spaceDeriv i n (x t, t) := by
    intro i
    have hi : DifferentiableAt ℝ (fun q => u q i) (x t, t) := differentiableAt_pi.1 hu i
    have hm : HasFDerivAt (fun q => n q * u q i) _ (x t, t) :=
      hn.hasFDerivAt.mul hi.hasFDerivAt
    unfold spaceDeriv
    rw [hm.fderiv]
    rfl
  have htr : (velocityGradient u (x t, t)).trace =
      ∑ i, spaceDeriv i (fun q => u q i) (x t, t) := rfl
  rw [hs, continuityDefect, htr, Finset.sum_congr rfl fun i _ => hp i,
    Finset.sum_add_distrib, ← Finset.mul_sum]
  ring
```

## (c) The rate of change of the co-moving density

**Task.** Without assuming the continuity equation, show that
$$\frac{d}{dt}\bigl[n(x(t),t)\det F(t)\bigr]=C\,\det F(t).$$

**Solution.** Use (b) for the first factor and (a), with $A=\nabla u$, for the second:
$$\Bigl(C-n\sum_i\partial_iu_i\Bigr)\det F+n\Bigl(\sum_i\partial_iu_i\Bigr)\det F=C\det F.$$
The dilution of the density cancels the growth of the volume. Lean multiplies the two earlier results with `fun_mul`, and `ring` does the cancellation.

```lean
/-- The co-moving density `n det F` changes at the rate `(∂ₜn + ∇·(n u)) det F`. -/
theorem hasDerivAt_comoving {n : SpaceTime d → ℝ} {u : SpaceTime d → Fin d → ℝ}
    {x : ℝ → Fin d → ℝ} {F : ℝ → Matrix (Fin d) (Fin d) ℝ} {t : ℝ}
    (hn : DifferentiableAt ℝ n (x t, t)) (hu : DifferentiableAt ℝ u (x t, t))
    (hF : ComovingAt u x F t) :
    HasDerivAt (fun s => n (x s, s) * (F s).det)
      (continuityDefect n u (x t, t) * (F t).det) t :=
  ((hasDerivAt_density hn hu hF.trajectory).fun_mul
    (hasDerivAt_det hF.deformation)).congr_deriv (by ring)
```

## (d) Conservation over a time interval

**Task.** Let $C=0$ everywhere and $F(0)=1$. Show that, for all $t\in[0,T]$,
$$n(x(t),t)\det F(t)=n(x(0),0).$$

**Solution.** By (c) the derivative of the left side is zero on $[0,T]$, so the left side is constant by the mean value theorem. At $t=0$ it equals $n(x(0),0)$, because $\det 1=1$.

The fields are required to be differentiable, and to satisfy the continuity equation, on all of space-time. This excludes an electron density with a cusp at a point nucleus. The equations for $x$ and $F$ are needed only on $[0,T]$, with two-sided derivatives at the ends. The zero derivative is `key`, and `constant_of_has_deriv_right_zero` turns it into constancy.

```lean
/-- If the continuity equation holds and `F(0) = 1`, the co-moving density `n det F` of a fluid
element keeps its initial value `n(x(0), 0)` on `[0, T]`. -/
theorem comoving_density_stationary {n : SpaceTime d → ℝ} {u : SpaceTime d → Fin d → ℝ}
    {x : ℝ → Fin d → ℝ} {F : ℝ → Matrix (Fin d) (Fin d) ℝ} {T : ℝ}
    (hn : Differentiable ℝ n) (hu : Differentiable ℝ u)
    (hc : ∀ p, continuityDefect n u p = 0)
    (hF : ∀ t ∈ Set.Icc 0 T, ComovingAt u x F t) (h0 : F 0 = 1) :
    ∀ t ∈ Set.Icc 0 T, n (x t, t) * (F t).det = n (x 0, 0) := by
  have key : ∀ t ∈ Set.Icc 0 T, HasDerivAt (fun s => n (x s, s) * (F s).det) 0 t :=
    fun t ht => (hasDerivAt_comoving (hn _) (hu _) (hF t ht)).congr_deriv (by
      rw [hc, zero_mul])
  intro t ht
  have h := constant_of_has_deriv_right_zero
    (fun s hs => (key s hs).continuousAt.continuousWithinAt)
    (fun s hs => (key s (Set.Ico_subset_Icc_self hs)).hasDerivWithinAt) t ht
  simpa [h0] using h
```

## (e) Recovering the density from the deformation

**Task.** Let also $n(x(0),0)\neq0$. Show that, on $[0,T]$,
$$\det F(t)\neq0,\qquad n(x(t),t)=\frac{n(x(0),0)}{\det F(t)}.$$

**Solution.** If $\det F(t)$ were zero, (d) would give $n(x(0),0)=0$, a contradiction. Dividing (d) by $\det F(t)$ gives the formula. The Lean proof takes the same two steps, as `hJ` and `eq_div_iff`.

A trajectory code with a given velocity field can integrate $x$ and $F$ together and obtain the density by this division, without differentiating $n$. Under these hypotheses, a computed determinant that reaches zero signals a numerical error.

```lean
/-- If the continuity equation holds, `F(0) = 1` and the fluid element has nonzero initial density,
then on `[0, T]` `det F ≠ 0` and the density of the element is the initial one divided by `det F`.
-/
theorem density_eq_div_det {n : SpaceTime d → ℝ} {u : SpaceTime d → Fin d → ℝ}
    {x : ℝ → Fin d → ℝ} {F : ℝ → Matrix (Fin d) (Fin d) ℝ} {T : ℝ}
    (hn : Differentiable ℝ n) (hu : Differentiable ℝ u)
    (hc : ∀ p, continuityDefect n u p = 0)
    (hF : ∀ t ∈ Set.Icc 0 T, ComovingAt u x F t) (h0 : F 0 = 1)
    (hpos : n (x 0, 0) ≠ 0) :
    ∀ t ∈ Set.Icc 0 T, (F t).det ≠ 0 ∧ n (x t, t) = n (x 0, 0) / (F t).det := by
  intro t ht
  have h := comoving_density_stationary hn hu hc hF h0 t ht
  have hJ : (F t).det ≠ 0 := fun hz => hpos (by rw [← h, hz, mul_zero])
  exact ⟨hJ, (eq_div_iff hJ).2 h⟩
```

## (f) Reading the continuity equation off one element

**Task.** At a time with $\det F(t)\neq0$, show that
$$\frac{d}{dt}\bigl[n(x(t),t)\det F(t)\bigr]=0\iff C(x(t),t)=0.$$

**Solution.** By (c) the derivative is $C\det F$, and a product with a nonzero second factor vanishes exactly when the first does. Lean uses uniqueness of the derivative (`h.unique`) for the forward direction. The equivalence concerns only the point where the element is at that time.

```lean
/-- Where `det F ≠ 0`, the co-moving density has zero rate of change exactly when the
continuity equation holds at the position of the fluid element. -/
theorem stationary_iff_continuity {n : SpaceTime d → ℝ} {u : SpaceTime d → Fin d → ℝ}
    {x : ℝ → Fin d → ℝ} {F : ℝ → Matrix (Fin d) (Fin d) ℝ} {t : ℝ}
    (hn : DifferentiableAt ℝ n (x t, t)) (hu : DifferentiableAt ℝ u (x t, t))
    (hF : ComovingAt u x F t) (hJ : (F t).det ≠ 0) :
    HasDerivAt (fun s => n (x s, s) * (F s).det) 0 t ↔
      continuityDefect n u (x t, t) = 0 := by
  have h := hasDerivAt_comoving hn hu hF
  constructor
  · intro hz
    exact (mul_eq_zero.1 (h.unique hz)).resolve_right hJ
  · intro hz
    exact h.congr_deriv (by rw [hz, zero_mul])
```

## (g) The one-dimensional case with ordinary partial derivatives

**Task.** Let $n$ and $u$ be scalar fields on the line with $\partial_tn+\partial_x(nu)=0$. Let $x'=u$ and $J'=(\partial_xu)J$ on $[0,T]$, with $J(0)=1$. Show that, on $[0,T]$,
$$n(x(t),t)\,J(t)=n(x(0),0).$$

**Solution.** Differentiate along the trajectory:
$$(nJ)'=(\partial_tn+u\,\partial_xn)J+n(\partial_xu)J=\bigl(\partial_tn+\partial_x(nu)\bigr)J=0.$$
The product is therefore constant, with its value fixed at $t=0$.

Constancy of $nJ$ does not make $n$ constant along the path. For $u=x$ and $n=e^{-t}$, an idealised uniform density with infinitely many particles on the whole line, the element expands as $J=e^{t}$ while its density falls.

The Lean proof is direct and does not pass through matrices. `h1` is the chain rule along the trajectory, `h2` and `h3` match the ordinary partial derivatives of $n$ with directional ones, and `linear_combination J t * e` inserts the continuity equation multiplied by $J$.

```lean
/-- In one dimension, if `∂ₜn + ∂ₓ(n u) = 0`, `x' = u` and `J' = (∂ₓu) J` with `J(0) = 1`,
then `n(x(t), t) J(t) = n(x(0), 0)`. -/
theorem comoving_density_stationary_line {n u : ℝ × ℝ → ℝ} {x J : ℝ → ℝ} {T : ℝ}
    (hn : Differentiable ℝ n) (hu : Differentiable ℝ u)
    (hc : ∀ y t, deriv (fun s => n (y, s)) t + deriv (fun z => n (z, t) * u (z, t)) y = 0)
    (hx : ∀ t ∈ Set.Icc 0 T, HasDerivAt x (u (x t, t)) t)
    (hJ : ∀ t ∈ Set.Icc 0 T, HasDerivAt J (deriv (fun z => u (z, t)) (x t) * J t) t)
    (h0 : J 0 = 1) :
    ∀ t ∈ Set.Icc 0 T, n (x t, t) * J t = n (x 0, 0) := by
  have key : ∀ t ∈ Set.Icc 0 T, HasDerivAt (fun s => n (x s, s) * J s) 0 t := by
    intro t ht
    have hd := (hn (x t, t)).hasFDerivAt
    have h1 : HasDerivAt (fun s => n (x s, s)) (fderiv ℝ n (x t, t) (u (x t, t), 1)) t :=
      HasFDerivAt.comp_hasDerivAt (f := fun s => (x s, s)) t hd
        ((hx t ht).prodMk (hasDerivAt_id' t))
    have h2 : HasDerivAt (fun s => n (x t, s)) (fderiv ℝ n (x t, t) (0, 1)) t :=
      HasFDerivAt.comp_hasDerivAt (f := fun s => (x t, s)) t hd
        ((hasDerivAt_const t (x t)).prodMk (hasDerivAt_id' t))
    have h3 : HasDerivAt (fun z => n (z, t)) (fderiv ℝ n (x t, t) (1, 0)) (x t) :=
      HasFDerivAt.comp_hasDerivAt (f := fun z => (z, t)) (x t) hd
        ((hasDerivAt_id' (x t)).prodMk (hasDerivAt_const (x t) t))
    have hd4 : Differentiable ℝ (fun z => u (z, t)) := by fun_prop
    have h4 := (hd4 (x t)).hasDerivAt
    have e := hc (x t) t
    rw [h2.deriv, (h3.fun_mul h4).deriv] at e
    have hv : ((u (x t, t), 1) : ℝ × ℝ) = (0, 1) + u (x t, t) • ((1, 0) : ℝ × ℝ) := by
      simp
    have hs : fderiv ℝ n (x t, t) (u (x t, t), 1) = fderiv ℝ n (x t, t) (0, 1)
        + u (x t, t) * fderiv ℝ n (x t, t) (1, 0) := by
      rw [hv, map_add, map_smul, smul_eq_mul]
    refine (h1.fun_mul (hJ t ht)).congr_deriv ?_
    rw [hs]
    linear_combination J t * e
  intro t ht
  have h := constant_of_has_deriv_right_zero
    (fun s hs => (key s hs).continuousAt.continuousWithinAt)
    (fun s hs => (key s (Set.Ico_subset_Icc_self hs)).hasDerivWithinAt) t ht
  simpa [h0] using h

end

end ComovingDensity
```

```lean
#print axioms ComovingDensity.comoving_density_stationary
#print axioms ComovingDensity.density_eq_div_det
#print axioms ComovingDensity.stationary_iff_continuity
#print axioms ComovingDensity.comoving_density_stationary_line
```

```
'ComovingDensity.comoving_density_stationary' depends on axioms: [propext, Classical.choice, Quot.sound]
'ComovingDensity.density_eq_div_det' depends on axioms: [propext, Classical.choice, Quot.sound]
'ComovingDensity.stationary_iff_continuity' depends on axioms: [propext, Classical.choice, Quot.sound]
'ComovingDensity.comoving_density_stationary_line' depends on axioms: [propext, Classical.choice, Quot.sound]
```
